# Damping K fR² limits a laser's half-power bandwidth to 2π√2/K in the two-pole small-signal model

Let w > 0 be the angular drive frequency, wR > 0 the angular relaxation frequency and γ > 0 the damping rate. The small-signal modulation response is

H(w) = wR² / (wR² − w² + iγw).

It is normalised so that H(0) = 1. A half-power frequency is a w > 0 with |H(w)|² = 1/2, which is the 3 dB point when power is counted as |H|². Ordinary frequencies are f = w/(2π) and fR = wR/(2π).

The damping is assumed to follow γ = k wR² with k > 0. The constant k has the dimension of time and stands for damping that grows with photon density, as wR² does; photon lifetime and gain compression both contribute to it. In ordinary frequencies the same law reads γ = K fR², with K = 4π²k.

## The bound and the laser that reaches it

Every half-power frequency satisfies

w ≤ √2/k, with equality exactly when wR² = 2/k².

Over all fR > 0, the greatest half-power frequency is therefore

f = 2π√2/K.

## Turning a fitted K into a maximum bandwidth

A routine that fits K to computed responses and reports a maximum bandwidth can evaluate 2π√2/K, provided that the two-pole response and the law γ = K fR² both hold. The bound also tests a bias sweep: within this model, a 3 dB point above it signals an error. One possible cause is k put in place of K in γ = K fR², which makes the damping too small by a factor of 4π². The opposite slip, K put in place of k in γ = k wR², makes the damping too large and leaves every 3 dB point below the bound, so this test misses it.

For a check by hand, take k = 1 in arbitrary units, so that the bound is √2 ≈ 1.414.

- With wR² = 1, the half-power condition is (w² − 1)² + w² = 2, or w⁴ − w² − 1 = 0. Hence w² = (1 + √5)/2 and w ≈ 1.272, below the bound.
- With wR² = 2, it is (w² − 2)² + 4w² = 8, or w⁴ = 4. Hence w = √2, and the bound is reached.

## From the squared modulus to the bound

The denominator of H has real part wR² − w² and imaginary part γw, so

|H|² = wR⁴ / ((wR² − w²)² + (γw)²).

Setting this to 1/2 and clearing the positive denominator gives

(w² − wR²)² + (γw)² = 2wR⁴. (1)

This is quadratic in w². With a = wR² − γ²/2, expanding (1) gives w⁴ − 2aw² = wR⁴, and completing the square gives

(w² − a)² = a² + wR⁴.

The lower root a − √(a² + wR⁴) is never positive, so it cannot equal w². Hence, at any positive damping,

w² = a + √(a² + wR⁴).

Now put γ = k wR² into (1):

(w² − wR²)² + k²wR⁴w² = 2wR⁴. (2)

Dropping the first square and dividing by wR⁴ leaves k²w² ≤ 2, which is w ≤ √2/k.

If w = √2/k, the second term of (2) already equals 2wR⁴. The first square must vanish, so wR² = w² = 2/k². Conversely, if k²wR² = 2, the second term is 2wR²w², and (2) reduces to w⁴ = wR⁴. Then w = wR = √2/k.

For ordinary frequencies, k = K/(4π²) turns 2πf ≤ √2/k into f ≤ 2π√2/K. To see that this value is attained, set fR = f = 2π√2/K. The first square in (1) is then zero, and

γw = K f² · 2πf = (Kf) · 2πf² = √2 (2πf)² = √2 wR²,

so (γw)² = 2wR⁴, as (1) requires.

With an additional constant damping γ₀ > 0, the rate is γ = k wR² + γ₀. Then k²wR⁴w² < γ²w² ≤ 2wR⁴, and the bound becomes strict: w < √2/k.

The sign of γ₀ matters. Take k = 1, wR² = 2 and γ₀ = −1. The total damping is γ = 1, still positive, and w = 2 solves (1), since (4 − 2)² + 4 = 8. This half-power frequency exceeds √2.

## The derivation in Lean

```lean
import Mathlib

open Real

namespace LaserModulationBandwidth

noncomputable section

/-- Small-signal modulation response `wR² / (wR² - w² + i γ w)` of a laser with relaxation frequency
`wR` and damping rate `γ`, driven at angular frequency `w`. The denominator is nonzero exactly when
`w² ≠ wR²` or `γ w ≠ 0`; otherwise Lean's division gives the value `0`. -/
def response (wR γ w : ℝ) : ℂ :=
  ((wR ^ 2 : ℝ) : ℂ) / (((wR ^ 2 - w ^ 2 : ℝ) : ℂ) + ((γ * w : ℝ) : ℂ) * Complex.I)

/-- The drive frequency `w` is a half-power (3 dB) frequency: the squared modulus of the
response equals one half. -/
def IsHalfPower (wR γ w : ℝ) : Prop := ‖response wR γ w‖ ^ 2 = 1 / 2

/-- The squared modulus of the modulation response as a real function of frequency. -/
theorem norm_sq_response (wR γ w : ℝ) :
    ‖response wR γ w‖ ^ 2 = wR ^ 4 / ((wR ^ 2 - w ^ 2) ^ 2 + (γ * w) ^ 2) := by
  rw [← Complex.normSq_eq_norm_sq, response, Complex.normSq_div, Complex.normSq_ofReal,
    Complex.normSq_add_mul_I]
  congr 1
  ring

/-- With positive damping, the half-power condition is a polynomial equation in the
drive frequency. -/
theorem isHalfPower_iff {wR γ w : ℝ} (hγ : 0 < γ) (hw : 0 < w) :
    IsHalfPower wR γ w ↔ (w ^ 2 - wR ^ 2) ^ 2 + (γ * w) ^ 2 = 2 * wR ^ 4 := by
  have hD : 0 < (wR ^ 2 - w ^ 2) ^ 2 + (γ * w) ^ 2 := by positivity
  rw [IsHalfPower, norm_sq_response, div_eq_iff hD.ne']
  constructor
  · intro h
    linear_combination (-2) * h
  · intro h
    linear_combination (-1 / 2) * h

/-- Closed formula for the half-power frequency at arbitrary positive damping. -/
theorem isHalfPower_iff_sq_eq {wR γ w : ℝ} (hγ : 0 < γ) (hw : 0 < w) :
    IsHalfPower wR γ w ↔
      w ^ 2 = (wR ^ 2 - γ ^ 2 / 2) + √((wR ^ 2 - γ ^ 2 / 2) ^ 2 + wR ^ 4) := by
  rw [isHalfPower_iff hγ hw]
  constructor
  · intro h
    -- complete the square in `w²`
    have hsq : (w ^ 2 - (wR ^ 2 - γ ^ 2 / 2)) ^ 2
        = (wR ^ 2 - γ ^ 2 / 2) ^ 2 + wR ^ 4 := by
      linear_combination h
    -- a positive `w²` can only be the upper root
    have hnn : 0 ≤ w ^ 2 - (wR ^ 2 - γ ^ 2 / 2) := by
      by_contra hneg
      have hlt : 0 < (wR ^ 2 - γ ^ 2 / 2) - w ^ 2 := by linarith
      have hw2 : 0 < w ^ 2 := by positivity
      have hw4 : 0 < w ^ 4 := by positivity
      have hR4 : 0 ≤ wR ^ 4 := by positivity
      nlinarith [mul_pos hw2 hlt]
    rw [← hsq, Real.sqrt_sq hnn]
    ring
  · intro h
    have hs := Real.sq_sqrt
      (show 0 ≤ (wR ^ 2 - γ ^ 2 / 2) ^ 2 + wR ^ 4 by positivity)
    have e : √((wR ^ 2 - γ ^ 2 / 2) ^ 2 + wR ^ 4) = w ^ 2 - (wR ^ 2 - γ ^ 2 / 2) := by
      linarith
    rw [e] at hs
    linear_combination hs

/-- When the damping rate is `k wR²`, every half-power frequency is at most `√2 / k`, and it
equals `√2 / k` exactly when `wR² = 2 / k²`. -/
theorem halfPower_le {k wR w : ℝ} (hk : 0 < k) (hR : 0 < wR) (hw : 0 < w)
    (h : IsHalfPower wR (k * wR ^ 2) w) :
    w ≤ √2 / k ∧ (w = √2 / k ↔ wR ^ 2 = 2 / k ^ 2) := by
  rw [isHalfPower_iff (by positivity) hw] at h
  have hpos : 0 < √2 / k := by positivity
  have hs : (√2 / k) ^ 2 = 2 / k ^ 2 := by
    rw [div_pow, Real.sq_sqrt (by norm_num)]
  have hk2 : k ^ 2 * (2 / k ^ 2) = 2 := by field_simp
  refine ⟨?_, ?_, ?_⟩
  · -- drop the square `(w² - wR²)²` and cancel `wR⁴`
    have h3 : (w * k) ^ 2 * wR ^ 4 ≤ 2 * wR ^ 4 := by
      nlinarith [sq_nonneg (w ^ 2 - wR ^ 2)]
    have h4 : (w * k) ^ 2 ≤ 2 := le_of_mul_le_mul_right h3 (by positivity)
    rw [le_div_iff₀ hk]
    exact (Real.le_sqrt' (by positivity)).mpr h4
  · -- at the bound the dropped square vanishes
    intro e
    have hw2 : w ^ 2 = 2 / k ^ 2 := by rw [e, hs]
    have hkw : k ^ 2 * w ^ 2 = 2 := by rw [hw2]; exact hk2
    have h0 : (w ^ 2 - wR ^ 2) ^ 2 = 0 := by
      linear_combination h - wR ^ 4 * hkw
    have h1 : w ^ 2 - wR ^ 2 = 0 := (pow_eq_zero_iff two_ne_zero).mp h0
    linarith
  · intro e
    have hkR : k ^ 2 * wR ^ 2 = 2 := by rw [e]; exact hk2
    have h4 : (w ^ 2) ^ 2 = (wR ^ 2) ^ 2 := by
      linear_combination h - wR ^ 2 * w ^ 2 * hkR
    have h2 : w ^ 2 = wR ^ 2 := (sq_eq_sq₀ (by positivity) (by positivity)).mp h4
    exact (sq_eq_sq₀ hw.le hpos.le).mp (by rw [hs, h2, e])

/-- With an additional constant damping `γ₀ > 0`, every half-power frequency lies strictly
below `√2 / k`. -/
theorem halfPower_lt_of_offset {k γ₀ wR w : ℝ} (hk : 0 < k) (hγ₀ : 0 < γ₀) (hR : 0 < wR)
    (hw : 0 < w) (h : IsHalfPower wR (k * wR ^ 2 + γ₀) w) : w < √2 / k := by
  rw [isHalfPower_iff (by positivity) hw] at h
  have h1 : k * wR ^ 2 * w < (k * wR ^ 2 + γ₀) * w := by
    nlinarith [mul_pos hγ₀ hw]
  have h2 : (k * wR ^ 2 * w) ^ 2 < ((k * wR ^ 2 + γ₀) * w) ^ 2 :=
    pow_lt_pow_left₀ h1 (by positivity) two_ne_zero
  have h3 : (w * k) ^ 2 * wR ^ 4 < 2 * wR ^ 4 := by
    calc (w * k) ^ 2 * wR ^ 4 = (k * wR ^ 2 * w) ^ 2 := by ring
      _ < ((k * wR ^ 2 + γ₀) * w) ^ 2 := h2
      _ ≤ 2 * wR ^ 4 := by linarith [sq_nonneg (w ^ 2 - wR ^ 2)]
  have h4 : (w * k) ^ 2 < 2 := lt_of_mul_lt_mul_right h3 (by positivity)
  rw [lt_div_iff₀ hk]
  exact Real.lt_sqrt_of_sq_lt h4

/-- For a laser with damping rate `K fR²`, the greatest half-power frequency over all
relaxation frequencies `fR > 0` is `2π√2 / K`, in ordinary (not angular) frequency. -/
theorem isGreatest_bandwidth {K : ℝ} (hK : 0 < K) :
    IsGreatest {f : ℝ | 0 < f ∧ ∃ fR : ℝ, 0 < fR ∧
      IsHalfPower (2 * π * fR) (K * fR ^ 2) (2 * π * f)} (2 * π * √2 / K) := by
  have hπ : 0 < π := Real.pi_pos
  constructor
  · -- the bound is attained when the relaxation frequency equals the bandwidth
    have key : ∀ f : ℝ, 0 < f → f * K = 2 * π * √2 →
        IsHalfPower (2 * π * f) (K * f ^ 2) (2 * π * f) := by
      intro f hf hfK
      rw [isHalfPower_iff (by positivity) (by positivity)]
      have hg : K * f ^ 2 * (2 * π * f) = √2 * (2 * π * f) ^ 2 := by
        linear_combination (2 * π * f ^ 2) * hfK
      rw [hg, mul_pow (√2), Real.sq_sqrt (by norm_num)]
      ring
    have hpos : 0 < 2 * π * √2 / K := by positivity
    exact ⟨hpos, _, hpos, key _ hpos (div_mul_cancel₀ _ hK.ne')⟩
  · rintro f ⟨hf, fR, hfR, h⟩
    -- convert to angular frequencies, with `k = K / (4π²)`
    have hγ : K * fR ^ 2 = K / (4 * π ^ 2) * (2 * π * fR) ^ 2 := by
      field_simp
      ring
    rw [hγ] at h
    have hb := (halfPower_le (by positivity) (by positivity) (by positivity) h).1
    rw [le_div_iff₀ (by positivity)] at hb
    have hc : f * K = 2 * π * (2 * π * f * (K / (4 * π ^ 2))) := by
      field_simp
      ring
    rw [le_div_iff₀ hK, hc]
    exact mul_le_mul_of_nonneg_left hb (by positivity)

end

end LaserModulationBandwidth
```

```lean
#print axioms LaserModulationBandwidth.isHalfPower_iff_sq_eq
-- 'LaserModulationBandwidth.isHalfPower_iff_sq_eq' depends on axioms: [propext, Classical.choice, Quot.sound]
#print axioms LaserModulationBandwidth.halfPower_lt_of_offset
-- 'LaserModulationBandwidth.halfPower_lt_of_offset' depends on axioms: [propext, Classical.choice, Quot.sound]
#print axioms LaserModulationBandwidth.isGreatest_bandwidth
-- 'LaserModulationBandwidth.isGreatest_bandwidth' depends on axioms: [propext, Classical.choice, Quot.sound]
```

## Exact statements about an assumed response

`response wR γ w` is H as a complex number with real arguments, and `IsHalfPower wR γ w` says that its squared norm is 1/2. The arguments are always relaxation frequency, damping rate, drive frequency, in that order.

`norm_sq_response` computes |H|² from the real and imaginary parts. `isHalfPower_iff` is equation (1); its `linear_combination` steps rescale one polynomial identity into the other. `isHalfPower_iff_sq_eq` is the closed formula: `nlinarith` rules out the lower root, and `Real.sqrt_sq` then takes the square root.

`halfPower_le` takes a half-power frequency as given and proves both the bound and the equality condition. The inequality comes from `sq_nonneg (w ^ 2 - wR ^ 2)`, the square dropped by hand, and the two directions of the equality follow the two substitutions above. `halfPower_lt_of_offset` is the strict version, with `hγ₀` supplying the strict inequality.

In `isGreatest_bandwidth`, the set contains every f > 0 that is a half-power frequency for some fR > 0. `IsGreatest` says that 2π√2/K belongs to this set and that no member exceeds it. The first half of the proof checks fR = f; the second converts to angular frequencies and applies `halfPower_le`.

The response function and the damping law enter as assumptions; neither is derived from laser rate equations. Electrical parasitics, carrier transport and heating are absent from the model. The maximum runs over all fR > 0, whereas a given device may never reach the optimal fR = 2π√2/K. The statements concern exact real numbers, so rounding and the quality of a fitted K remain for the code to control.
